# The s weights of four orthonormal hybrids of one s and three p orbitals sum to one

Four orbitals are written as real coefficient vectors over an orthonormal basis of one s and three p orbitals, with the s coefficient at index 0. Three of them, `h k`, are assumed orthonormal, and the fourth, `r`, is assumed normalised and orthogonal to those three. The theorem states that the squares of the four s coefficients add up to one. The proof makes the four vectors the rows of a matrix `M` and shows that `M * Mᵀ = 1`. It then reverses the product to get `Mᵀ * M = 1`, whose (0, 0) entry is the wanted sum.

This version doesn't compile in Lean 4 with Mathlib:

```lean
import Mathlib

open Matrix Filter Topology

namespace SWeightSum

noncomputable section

/-- Three orbitals over an orthonormal sp basis are normalized and mutually orthogonal. -/
def IsOrthonormal (h : Fin 3 → Fin 4 → ℝ) : Prop :=
  ∀ i j, h i ⬝ᵥ h j = if i = j then 1 else 0

/-- The s weights of four orthonormal orbitals of the sp space add up to one. -/
theorem s_weight_sum {h : Fin 3 → Fin 4 → ℝ} {r : Fin 4 → ℝ} (hh : IsOrthonormal h)
    (hr : r ⬝ᵥ r = 1) (ho : ∀ k, h k ⬝ᵥ r = 0) : r 0 ^ 2 + ∑ k, h k 0 ^ 2 = 1 := by
  obtain ⟨M, M0, Ms⟩ : ∃ M : Matrix (Fin 4) (Fin 4) ℝ, M 0 = r ∧ ∀ k : Fin 3, M k.succ = h k :=
    ⟨Matrix.of (Matrix.vecCons r h), rfl, fun _ => rfl⟩
  -- orthonormal rows make an orthogonal matrix, whose columns are then normalized too
  have hM : M * Mᵀ = 1 := by
    ext i j
    have e : (M * Mᵀ) i j = M i ⬝ᵥ M j := rfl
    rw [e, Matrix.one_apply]
    obtain rfl | ⟨i, rfl⟩ := Fin.eq_zero_or_eq_succ i <;>
      obtain rfl | ⟨j, rfl⟩ := Fin.eq_zero_or_eq_succ j
    · rw [M0, hr, if_pos rfl]
    · rw [M0, Ms, dotProduct_comm, ho, if_neg (Fin.succ_ne_zero j).symm]
    · rw [M0, Ms, ho, if_neg (Fin.succ_ne_zero i)]
    · rw [Ms, Ms, hh i j]
      simp only [Fin.succ_inj]
  have h0 := congrFun (congrFun (mul_eq_one_comm.mp hM) 0) 0
  rw [Matrix.mul_apply, Fin.sum_univ_succ] at h0
  simp only [Matrix.transpose_apply, M0, Ms, Matrix.one_apply_eq] at h0
  simp only [pow_two]
  exact h0

end

end SWeightSum
```

The compiler's answer:

```
Main.lean:30:22: error: Application type mismatch: The argument
  congrFun (mul_eq_one_comm.mp ?m.346) 0
has type
  (?m.343 * ?m.342) 0 = 1 0
but is expected to have type
  ?m.333 = ?m.334
in the application
  congrFun (congrFun (mul_eq_one_comm.mp ?m.346) 0)
```

What went wrong. The single error is in the line that takes the (0, 0) entry with two nested uses of `congrFun`. `congrFun` needs an equation between functions. The inner use gives `(?m.343 * ?m.342) 0 = 1 0`, and the outer one needs each side of this to be a function again, namely a row of a matrix.

The message shows placeholders for the two factors, and `?m.346` where `hM` should stand. So Lean checked the outer application before it had used `hM` to learn that the factors are `Mᵀ` and `M`. Without their type it could not match the equation to one between functions. The mathematics of the step is sound.

The repair first states `hM' : Mᵀ * M = 1`, so the matrices and their type are known when `mul_eq_one_comm.mp hM` is checked. It then writes out the equality of the (0, 0) entries as the type of `h0` and proves it by `rw [hM']`, which turns the left side into the right. `congrFun` is no longer needed, and the later lines stand unchanged.

The change, after which it compiles:

```diff
@@ -28,5 +28,6 @@
     · rw [Ms, Ms, hh i j]
       simp only [Fin.succ_inj]
-  have h0 := congrFun (congrFun (mul_eq_one_comm.mp hM) 0) 0
+  have hM' : Mᵀ * M = 1 := mul_eq_one_comm.mp hM
+  have h0 : (Mᵀ * M) 0 0 = (1 : Matrix (Fin 4) (Fin 4) ℝ) 0 0 := by rw [hM']
   rw [Matrix.mul_apply, Fin.sum_univ_succ] at h0
   simp only [Matrix.transpose_apply, M0, Ms, Matrix.one_apply_eq] at h0
```
